# The power \(J_+^{d-1}\) decides whether a \(d\)-dimensional complex angular momentum space is irreducible

If I read the spin off the dimension of a matrix representation, I can get it wrong. Four-dimensional matrices obeying the angular momentum relations may describe one spin \(3/2\), but they may equally describe two coupled spins \(1/2\), which split into a triplet and a singlet. The raising operator seems to tell these apart: \(J_+^3\) is nonzero in the first case and zero in the second.

Is this general? On a complex space of finite dimension \(d\ge 1\), is \(J_+^{d-1}\neq 0\) equivalent to having no invariant subspaces except zero and the whole space? I would like to see a rigorous argument, checked by machine in Lean, that doesn't assume Hermitian operators.

## A full-length ladder leaves room for only one multiplet

Yes. Write \(d=n+1\), call the space \(V\), and set \(\hbar=1\). The operators satisfy
\[
[J_z,J_\pm]=\pm J_\pm,\qquad [J_+,J_-]=2J_z .
\]

**Powers of \(J_+\).** Expanding \([J_z,J_+^{k+1}]=[J_z,J_+^k]J_++J_+^k[J_z,J_+]\) gives, by induction, \([J_z,J_+^k]=kJ_+^k\). Nonzero powers of \(J_+\) are thus eigenvectors of the map \(A\mapsto[J_z,A]\) with distinct eigenvalues. They are linearly independent in a finite-dimensional operator space, so some power vanishes. The kernels of successive powers grow strictly until they stabilise, which takes at most \(n+1\) steps, so \(J_+^{n+1}=0\).

A second induction gives
\[
[J_+^{k+1},J_-]=(k+1)\left(2J_zJ_+^k-kJ_+^k\right).
\]
The case \(k=0\) is the third ladder relation. For the next case, the left side is
\[
[J_+^{k+1},J_-]J_++2J_+^{k+1}J_z,
\]
and substituting \(J_+^{k+1}J_z=J_zJ_+^{k+1}-(k+1)J_+^{k+1}\) gives \((k+2)(2J_zJ_+^{k+1}-(k+1)J_+^{k+1})\). At \(k=n\) the commutator vanishes, leaving \(J_zJ_+^n=\tfrac n2J_+^n\).

**Lowering a top state.** Let \(w\ne0\), \(J_+w=0\) and \(J_zw=\mu w\). Since \(J_zJ_-=J_-J_z-J_-\), each lowering step reduces the weight by one:
\[
J_zJ_-^kw=(\mu-k)J_-^kw .
\]
Moreover,
\[
J_+J_-^{k+1}w=(k+1)(2\mu-k)J_-^kw .
\]
For \(k=0\) this is \([J_+,J_-]w=2\mu w\). In the induction step, commuting \(J_+\) past one \(J_-\) adds \(2(\mu-k-1)\) to the coefficient, and
\[
(k+1)(2\mu-k)+2(\mu-k-1)=(k+2)(2\mu-k-1).
\]
If \(2\mu=N\) is a natural number, repeated use gives, for \(k\le N\),
\[
J_+^kJ_-^kw=\frac{k!\,N!}{(N-k)!}\,w\neq0 .
\]

**Nonzero power implies irreducible.** Let \(W\ne0\) be invariant. The quotient \(V/W\) has dimension at most \(n\), and \(J_+\) acts on it nilpotently, so \(J_+^n\) is zero there. Hence \(J_+^nx\in W\) for every \(x\). Choose \(x\) with \(w=J_+^nx\ne0\). This is a top state of weight \(n/2\), and \(w,J_-w,\ldots,J_-^nw\) are \(n+1\) nonzero states in \(W\) with distinct weights. Therefore \(W=V\).

**Irreducible implies nonzero power.** Over the complex numbers \(J_z\) has an eigenvector. Raise it to its last nonzero image \(w\), a top state of some weight \(\mu\). Nonzero lowered states have distinct weights, so there is an \(N\) with \(J_-^Nw\ne0\) and \(J_-^{N+1}w=0\). The raising formula at \(k=N\) gives \(0=(N+1)(2\mu-N)J_-^Nw\), hence \(2\mu=N\). The states \(w,\ldots,J_-^Nw\) span a nonzero invariant subspace, which must be \(V\), so \(n\le N\). Since \(J_+^NJ_-^Nw\ne0\), we have \(J_+^N\neq0\), and therefore \(J_+^n\neq0\).

Here is the complete Lean file.

```lean
import Mathlib

open Module

namespace LadderIrreducibility

variable {V : Type*} [AddCommGroup V] [Module ℂ V]

/-- The angular momentum ladder relations, in units of ħ. -/
structure LadderRelations (Jz Jp Jm : Module.End ℂ V) : Prop where
  raise : Jz * Jp - Jp * Jz = Jp
  lower : Jz * Jm - Jm * Jz = -Jm
  comm : Jp * Jm - Jm * Jp = (2 : ℂ) • Jz

/-- A subspace mapped into itself by all three angular momentum operators. -/
structure IsInvariant (Jz Jp Jm : Module.End ℂ V) (W : Submodule ℂ V) : Prop where
  z : ∀ x ∈ W, Jz x ∈ W
  p : ∀ x ∈ W, Jp x ∈ W
  m : ∀ x ∈ W, Jm x ∈ W

variable {Jz Jp Jm : Module.End ℂ V}

/-- Nonzero eigenvectors with distinct eigenvalues are at most as many as the dimension. -/
theorem count_le_finrank {E : Type*} [AddCommGroup E] [Module ℂ E] [FiniteDimensional ℂ E]
    (T : Module.End ℂ E) (u : ℕ → E) (c : ℕ → ℂ) (hc : Function.Injective c) (m : ℕ)
    (hu : ∀ k < m, u k ≠ 0) (hT : ∀ k, T (u k) = c k • u k) : m ≤ finrank ℂ E := by
  have h := Module.End.eigenvectors_linearIndependent' T (fun i : Fin m => c i)
    (fun i j hij => Fin.ext (hc hij)) (fun i => u i)
    (fun i => ⟨Module.End.mem_eigenspace_iff.2 (hT i), hu i i.2⟩)
  simpa using h.fintype_card_le_finrank

/-- The k-th power of the raising operator shifts Jz by k. -/
theorem raise_pow (h : LadderRelations Jz Jp Jm) (k : ℕ) :
    Jz * Jp ^ k - Jp ^ k * Jz = (k : ℂ) • Jp ^ k := by
  induction k with
  | zero => simp
  | succ k ih =>
    calc Jz * Jp ^ (k + 1) - Jp ^ (k + 1) * Jz
        = (Jz * Jp ^ k - Jp ^ k * Jz) * Jp + Jp ^ k * (Jz * Jp - Jp * Jz) := by
          simp only [pow_succ, sub_mul, mul_sub, mul_assoc]; abel
      _ = _ := by
          rw [ih, h.raise, smul_mul_assoc, ← pow_succ]
          push_cast
          module

/-- The commutator of a power of the raising operator with the lowering operator. -/
theorem raise_pow_comm_lower (h : LadderRelations Jz Jp Jm) (k : ℕ) :
    Jp ^ (k + 1) * Jm - Jm * Jp ^ (k + 1)
      = ((k : ℂ) + 1) • ((2 : ℂ) • (Jz * Jp ^ k) - (k : ℂ) • Jp ^ k) := by
  induction k with
  | zero => simpa using h.comm
  | succ k ih =>
    have a := raise_pow h (k + 1)
    calc Jp ^ (k + 1 + 1) * Jm - Jm * Jp ^ (k + 1 + 1)
        = (Jp ^ (k + 1) * Jm - Jm * Jp ^ (k + 1)) * Jp
            + Jp ^ (k + 1) * (Jp * Jm - Jm * Jp) := by
          simp only [pow_succ, sub_mul, mul_sub, mul_assoc]; abel
      _ = ((k : ℂ) + 1) • ((2 : ℂ) • (Jz * Jp ^ (k + 1)) - (k : ℂ) • Jp ^ (k + 1))
            + (2 : ℂ) • (Jp ^ (k + 1) * Jz) := by
          rw [ih, h.comm]
          simp only [smul_mul_assoc, sub_mul, mul_assoc, mul_smul_comm, pow_succ]
      _ = _ := by
          push_cast at a ⊢
          linear_combination (norm := module) (-2 : ℂ) • a

/-- In finite dimension d, raising d times annihilates every state. -/
theorem raise_pow_finrank [FiniteDimensional ℂ V] (h : LadderRelations Jz Jp Jm) :
    Jp ^ finrank ℂ V = 0 := by
  -- the powers of J+ are eigenvectors of the commutator with Jz
  have hn : ∃ m : ℕ, Jp ^ m = 0 := by
    by_contra hc
    have := count_le_finrank (LinearMap.mulLeft ℂ Jz - LinearMap.mulRight ℂ Jz)
      (fun k => Jp ^ k) (fun k => (k : ℂ)) Nat.cast_injective
      (finrank ℂ (Module.End ℂ V) + 1) (fun k _ h0 => hc ⟨k, h0⟩) (fun k => raise_pow h k)
    omega
  obtain ⟨m, hm⟩ := hn
  ext x
  have hx : x ∈ LinearMap.ker (Jp ^ m) := by simp [hm]
  exact LinearMap.mem_ker.1 (Module.End.ker_pow_le_ker_pow_finrank Jp m hx)

/-- Each lowering step reduces the Jz eigenvalue by one. -/
theorem lower_weight (h : LadderRelations Jz Jp Jm) {w : V} {μ : ℂ} (hz : Jz w = μ • w)
    (k : ℕ) : Jz ((Jm ^ k) w) = (μ - k) • (Jm ^ k) w := by
  induction k with
  | zero => simpa using hz
  | succ k ih =>
    have e : Jz (Jm ((Jm ^ k) w)) - Jm (Jz ((Jm ^ k) w)) = -Jm ((Jm ^ k) w) :=
      LinearMap.congr_fun h.lower _
    rw [ih, map_smul] at e
    rw [pow_succ', Module.End.mul_apply]
    push_cast
    linear_combination (norm := module) e

/-- Raising a state obtained by lowering a top state returns the previous state of the chain,
with an explicit factor. -/
theorem raise_lowered (h : LadderRelations Jz Jp Jm) {w : V} {μ : ℂ} (hp : Jp w = 0)
    (hz : Jz w = μ • w) (k : ℕ) :
    Jp ((Jm ^ (k + 1)) w) = (((k : ℂ) + 1) * (2 * μ - k)) • (Jm ^ k) w := by
  have e (y : V) : Jp (Jm y) - Jm (Jp y) = (2 : ℂ) • Jz y := LinearMap.congr_fun h.comm y
  induction k with
  | zero =>
    have e0 := e w
    rw [hp, hz, map_zero, sub_zero] at e0
    simp [e0, smul_smul]
  | succ k ih =>
    have e1 := e ((Jm ^ (k + 1)) w)
    rw [ih, map_smul, lower_weight h hz, ← Module.End.mul_apply Jm (Jm ^ k),
      ← pow_succ'] at e1
    rw [pow_succ' Jm (k + 1), Module.End.mul_apply]
    push_cast at e1 ⊢
    linear_combination (norm := module) e1

/-- From a top state of weight N/2, up to N lowering steps followed by equally many raising
steps give a nonzero state. -/
theorem climb_ne_zero (h : LadderRelations Jz Jp Jm) {w : V} {μ : ℂ} (hw : w ≠ 0)
    (hp : Jp w = 0) (hz : Jz w = μ • w) {N : ℕ} (hN : 2 * μ = N) (k : ℕ) (hk : k ≤ N) :
    (Jp ^ k) ((Jm ^ k) w) ≠ 0 := by
  induction k with
  | zero => simpa using hw
  | succ k ih =>
    rw [pow_succ Jp, Module.End.mul_apply, raise_lowered h hp hz, map_smul]
    have h2 : 2 * μ - (k : ℂ) ≠ 0 := by
      rw [hN, sub_ne_zero]
      exact_mod_cast (by omega : N ≠ k)
    exact smul_ne_zero (mul_ne_zero (Nat.cast_add_one_ne_zero k) h2) (ih (by omega))

private theorem last_nonzero (T : Module.End ℂ V) {v : V} (hv : v ≠ 0)
    (hT : ∃ m : ℕ, (T ^ m) v = 0) : ∃ k : ℕ, (T ^ k) v ≠ 0 ∧ (T ^ (k + 1)) v = 0 := by
  by_contra hc
  obtain ⟨m, hm⟩ := hT
  have hall : ∀ k : ℕ, (T ^ k) v ≠ 0 := by
    intro k
    induction k with
    | zero => simpa using hv
    | succ k ih => exact fun h0 => hc ⟨k, ih, h0⟩
  exact hall m hm

/-- In dimension n+1, a nonzero subspace stable under a nilpotent operator contains the range
of the n-th power of that operator. -/
theorem pow_mem_of_stable [FiniteDimensional ℂ V] {n : ℕ} (hn : finrank ℂ V = n + 1)
    (T : Module.End ℂ V) (hT : T ^ (n + 1) = 0) (W : Submodule ℂ V) (hW : ∀ x ∈ W, T x ∈ W)
    (hne : W ≠ ⊥) (x : V) : (T ^ n) x ∈ W := by
  -- T acts on the quotient V/W, whose dimension is at most n
  let Q : Module.End ℂ (V ⧸ W) := W.mapQ W T (fun y hy => hW y hy)
  have hQ : ∀ k : ℕ, (Q ^ k) (Submodule.Quotient.mk x) = Submodule.Quotient.mk ((T ^ k) x) := by
    intro k
    induction k with
    | zero => simp
    | succ k ih =>
      rw [pow_succ', Module.End.mul_apply, ih, pow_succ', Module.End.mul_apply]
      rfl
  have hpos : 0 < finrank ℂ W :=
    Nat.pos_of_ne_zero (fun h0 => hne (Submodule.finrank_eq_zero.1 h0))
  have hsum := Submodule.finrank_quotient_add_finrank W
  have hker : (Submodule.Quotient.mk x : V ⧸ W) ∈ LinearMap.ker (Q ^ (n + 1)) := by
    rw [LinearMap.mem_ker, hQ, hT]
    simp
  have h0 := LinearMap.mem_ker.1 (Module.End.ker_pow_le_ker_pow_finrank Q (n + 1) hker)
  obtain ⟨j, hj⟩ : ∃ j, n = j + finrank ℂ (V ⧸ W) := ⟨n - finrank ℂ (V ⧸ W), by omega⟩
  have h1 : (Q ^ n) (Submodule.Quotient.mk x) = 0 := by
    rw [hj, pow_add, Module.End.mul_apply, h0, map_zero]
  rw [hQ] at h1
  exact (Submodule.Quotient.mk_eq_zero W).1 h1

/-- Irreducibility test: in dimension n+1, the n-th power of the raising operator is nonzero
exactly when the only invariant subspaces are zero and the whole space. -/
theorem raise_pow_ne_zero_iff_irreducible [FiniteDimensional ℂ V]
    (h : LadderRelations Jz Jp Jm) {n : ℕ} (hn : finrank ℂ V = n + 1) :
    Jp ^ n ≠ 0 ↔ ∀ W : Submodule ℂ V, IsInvariant Jz Jp Jm W → W = ⊥ ∨ W = ⊤ := by
  have hnil : Jp ^ (n + 1) = 0 := hn ▸ raise_pow_finrank h
  have hinj (μ : ℂ) : Function.Injective (fun k : ℕ => μ - (k : ℂ)) :=
    fun a b hab => Nat.cast_injective (sub_right_injective hab)
  constructor
  · intro hne W hW
    by_cases hbot : W = ⊥
    · exact Or.inl hbot
    right
    obtain ⟨x, hx⟩ : ∃ x, (Jp ^ n) x ≠ 0 := by
      by_contra hc
      exact hne (LinearMap.ext fun x => by_contra fun h0 => hc ⟨x, h0⟩)
    have hp : Jp ((Jp ^ n) x) = 0 := by
      rw [← Module.End.mul_apply, ← pow_succ', hnil, LinearMap.zero_apply]
    -- the commutator with J- fixes the weight of the top state to n/2
    have hz : Jz ((Jp ^ n) x) = ((n : ℂ) / 2) • (Jp ^ n) x := by
      have c := raise_pow_comm_lower h n
      rw [hnil, zero_mul, mul_zero, sub_self] at c
      have c1 := (smul_eq_zero.1 c.symm).resolve_left (Nat.cast_add_one_ne_zero n)
      have c2 : (2 : ℂ) • Jz ((Jp ^ n) x) - (n : ℂ) • (Jp ^ n) x = 0 :=
        LinearMap.congr_fun c1 x
      linear_combination (norm := module) (1 / 2 : ℂ) • c2
    have hmem : ∀ k : ℕ, (Jm ^ k) ((Jp ^ n) x) ∈ W := by
      intro k
      induction k with
      | zero => simpa using pow_mem_of_stable hn Jp hnil W hW.p hbot x
      | succ k ih =>
        rw [pow_succ', Module.End.mul_apply]
        exact hW.m _ ih
    -- n+1 states of distinct weight lie in W
    have hdim := count_le_finrank (LinearMap.restrict Jz hW.z)
      (fun k => (⟨(Jm ^ k) ((Jp ^ n) x), hmem k⟩ : W)) _ (hinj ((n : ℂ) / 2)) (n + 1)
      (fun k hk h0 => climb_ne_zero h hx hp hz (N := n) (by ring) k (by omega) (by
        have h1 : (Jm ^ k) ((Jp ^ n) x) = 0 := congrArg Subtype.val h0
        rw [h1, map_zero]))
      (fun k => Subtype.ext (lower_weight h hz k))
    exact Submodule.eq_top_of_finrank_eq
      (le_antisymm (Submodule.finrank_le W) (hn ▸ hdim))
  · intro hirr hzero
    have : Nontrivial V := Module.nontrivial_of_finrank_pos (R := ℂ) (by omega)
    -- raise an eigenvector of Jz until the last nonzero state
    obtain ⟨ν, hν⟩ := Module.End.exists_eigenvalue Jz
    obtain ⟨v, hv⟩ := hν.exists_hasEigenvector
    obtain ⟨j, hw, hp⟩ := last_nonzero Jp hv.2 ⟨n + 1, by simp [hnil]⟩
    rw [pow_succ', Module.End.mul_apply] at hp
    have hz : Jz ((Jp ^ j) v) = (ν + j) • (Jp ^ j) v := by
      have e : Jz ((Jp ^ j) v) - (Jp ^ j) (Jz v) = (j : ℂ) • (Jp ^ j) v :=
        LinearMap.congr_fun (raise_pow h j) v
      rw [hv.apply_eq_smul, map_smul] at e
      linear_combination (norm := module) e
    generalize (Jp ^ j) v = w at hw hp hz
    generalize ν + (j : ℂ) = μ at hz
    have hend : ∃ m : ℕ, (Jm ^ m) w = 0 := by
      by_contra hc
      have := count_le_finrank Jz (fun k => (Jm ^ k) w) _ (hinj μ) (finrank ℂ V + 1)
        (fun k _ h0 => hc ⟨k, h0⟩) (lower_weight h hz)
      omega
    obtain ⟨N, hN, hN1⟩ := last_nonzero Jm hw hend
    have hμ : 2 * μ = N := by
      have e := raise_lowered h hp hz N
      rw [hN1, map_zero] at e
      have e1 := (smul_eq_zero.1 e.symm).resolve_right hN
      exact sub_eq_zero.1 ((mul_eq_zero.1 e1).resolve_left (Nat.cast_add_one_ne_zero N))
    -- the lowering chain spans an invariant subspace
    obtain ⟨S, hS⟩ : ∃ S : Submodule ℂ V,
        S = Submodule.span ℂ (Set.range fun k : Fin (N + 1) => (Jm ^ (k : ℕ)) w) := ⟨_, rfl⟩
    have hmem : ∀ k : ℕ, (Jm ^ k) w ∈ S := by
      intro k
      by_cases hk : k < N + 1
      · rw [hS]
        exact Submodule.subset_span ⟨⟨k, hk⟩, rfl⟩
      · obtain ⟨i, rfl⟩ : ∃ i, k = i + (N + 1) := ⟨k - (N + 1), by omega⟩
        rw [pow_add, Module.End.mul_apply, hN1, map_zero]
        exact S.zero_mem
    have hstable (T : Module.End ℂ V) (hT : ∀ k : ℕ, T ((Jm ^ k) w) ∈ S) :
        ∀ x ∈ S, T x ∈ S := by
      have hle : S ≤ S.comap T := by
        conv_lhs => rw [hS]
        rw [Submodule.span_le]
        rintro _ ⟨k, rfl⟩
        exact hT k
      exact fun x hx => hle hx
    have hinv : IsInvariant Jz Jp Jm S := by
      refine ⟨hstable Jz fun k => ?_, hstable Jp fun k => ?_, hstable Jm fun k => ?_⟩
      · rw [lower_weight h hz]
        exact S.smul_mem _ (hmem k)
      · cases k with
        | zero => simp [hp]
        | succ k =>
          rw [raise_lowered h hp hz]
          exact S.smul_mem _ (hmem k)
      · rw [← Module.End.mul_apply, ← pow_succ']
        exact hmem (k + 1)
    have htop : S = ⊤ := (hirr S hinv).resolve_left fun hb => hw (by
      have h0 := hmem 0
      rw [hb] at h0
      simpa using h0)
    have hcard := finrank_range_le_card (R := ℂ) (fun k : Fin (N + 1) => (Jm ^ (k : ℕ)) w)
    rw [Set.finrank, ← hS, htop, finrank_top, hn, Fintype.card_fin] at hcard
    -- climbing the whole chain contradicts the vanishing of the n-th power
    apply climb_ne_zero h hw hp hz hμ N le_rfl
    obtain ⟨i, hi⟩ : ∃ i, N = i + n := ⟨N - n, by omega⟩
    have hpN : Jp ^ N = 0 := by rw [hi, pow_add, hzero, mul_zero]
    rw [hpN, LinearMap.zero_apply]

/-- The spin-one matrix of Jz. -/
noncomputable def spinOneZ : Matrix (Fin 3) (Fin 3) ℂ := !![1, 0, 0; 0, 0, 0; 0, 0, -1]

/-- The spin-one raising matrix, in a basis that is not normalised. -/
noncomputable def spinOneP : Matrix (Fin 3) (Fin 3) ℂ := !![0, 2, 0; 0, 0, 1; 0, 0, 0]

/-- The spin-one lowering matrix, in the same basis. -/
noncomputable def spinOneM : Matrix (Fin 3) (Fin 3) ℂ := !![0, 0, 0; 1, 0, 0; 0, 2, 0]

/-- The spin-one matrices satisfy the ladder relations, and the square of their raising
operator is nonzero. -/
theorem ladderRelations_witness :
    LadderRelations (Matrix.toLinAlgEquiv' spinOneZ) (Matrix.toLinAlgEquiv' spinOneP)
      (Matrix.toLinAlgEquiv' spinOneM) ∧
    (Matrix.toLinAlgEquiv' spinOneP) ^ 2 ≠ 0 := by
  refine ⟨⟨?_, ?_, ?_⟩, ?_⟩
  · rw [← map_mul, ← map_mul, ← map_sub]
    congr 1
    ext i j
    fin_cases i <;> fin_cases j <;>
      simp [spinOneZ, spinOneP]
  · rw [← map_mul, ← map_mul, ← map_sub, ← map_neg]
    congr 1
    ext i j
    fin_cases i <;> fin_cases j <;>
      simp [spinOneZ, spinOneM]
  · rw [← map_mul, ← map_mul, ← map_sub, ← map_smul]
    congr 1
    ext i j
    fin_cases i <;> fin_cases j <;>
      simp [spinOneZ, spinOneP, spinOneM]
  · intro h0
    rw [← map_pow] at h0
    have h1 := (map_eq_zero_iff _ (Matrix.toLinAlgEquiv' (R := ℂ) (n := Fin 3)).injective).1 h0
    have h2 := congrFun (congrFun h1 0) 2
    simp [spinOneP, pow_two, Matrix.mul_apply, Fin.sum_univ_succ] at h2

end LadderIrreducibility
```

```lean
#print axioms LadderIrreducibility.raise_pow_ne_zero_iff_irreducible
```

```
'LadderIrreducibility.raise_pow_ne_zero_iff_irreducible' depends on axioms: [propext, Classical.choice, Quot.sound]
```

**What the theorem says.** In `raise_pow_ne_zero_iff_irreducible`, `V` is a finite-dimensional complex vector space and `Jz`, `Jp`, `Jm` are linear maps from it to itself. `LadderRelations` holds the three commutators, and `finrank ℂ V = n + 1` fixes the dimension. The conclusion equates `Jp ^ n ≠ 0` with the statement that every subspace `W` satisfying `IsInvariant` is `⊥` (zero) or `⊤` (all of `V`). For \(n=0\) the power is the identity and both sides hold.

There is no inner product, `Jm` need not be the adjoint of `Jp`, and `Jz` is not assumed diagonalisable. Infinite-dimensional spaces are not covered, nor is the decomposition of a reducible space into multiplets.

`ladderRelations_witness` supplies a spin-one example with \(J_+^2\neq0\). Its basis is unnormalised: the raising entries 2 and 1 both become \(\sqrt2\) in the usual orthonormal basis.

For a finite spin model, the test tells whether a block closed under the total-spin operators is a single multiplet, provided the ladder relations hold exactly; floating-point matrices need a tolerance for "nonzero".

**How the proof follows the derivation.** `count_le_finrank` bounds the number of nonzero eigenvectors with distinct eigenvalues by the dimension. `raise_pow_finrank` applies it to the commutator map, written as left minus right multiplication by `Jz`, and obtains \(J_+^{n+1}=0\).

The inductions are `raise_pow`, `raise_pow_comm_lower`, `lower_weight` and `raise_lowered`; where coefficients must be collected, `module` or `linear_combination (norm := module)` does it. `climb_ne_zero` shows that the product of raising factors is nonzero, without computing the factorials.

`pow_mem_of_stable` is the quotient argument, with `W.mapQ` as the induced operator. In the main theorem, the first direction restricts `Jz` to `W` and counts weights there. The second uses `last_nonzero` twice, to stop the raising and then the lowering. It builds the span `S`, checks its invariance on the generating states, and compares dimensions. Assuming `Jp ^ n = 0` would then force `Jp ^ N = 0`, which contradicts `climb_ne_zero`.
